# Barzilai-Borwein steps on a quadratic energy with curvatures between m > 0 and L lie between 1/L and 1/m

In a geometry relaxation by gradient descent, each move leaves two vectors behind: the displacement $s$ and the change $y$ in the energy gradient. The next move is $-\tau g$, where $g$ is the gradient at the new geometry, and the Barzilai-Borwein rules choose the step length $\tau$ from these two vectors without building a Hessian:

$$\tau_{\rm short}=\frac{s^Ty}{y^Ty},\qquad \tau_{\rm long}=\frac{s^Ts}{s^Ty}.$$

On an exactly quadratic energy surface with constant Hessian $A$, the gradient change is $y=As$. If $A$ is symmetric with curvatures between $m>0$ and $L$, and $s\neq0$, then

$$\frac1L\le\tau_{\rm short}\le\tau_{\rm long}\le\frac1m .$$

This bounds a single step length in a harmonic model; it does not establish convergence or a decrease in energy at every step.

## The quadratic model and its two steps

Coordinates are labelled by a finite type `n`, and vectors are functions `n → ℝ`. The dot product is `⬝ᵥ`, and `*ᵥ` applies a matrix to a vector. Here $y$ is a change of gradient; a change of force has the opposite sign.

In Lean 4 with Mathlib:

```lean
import Mathlib

open Matrix

namespace BarzilaiBorwein

noncomputable section

variable {n : Type*} [Fintype n]

/-- The short Barzilai-Borwein step `sᵀy / yᵀy` for displacement `s` and gradient change `y`. -/
def shortStep (s y : n → ℝ) : ℝ := (s ⬝ᵥ y) / (y ⬝ᵥ y)

/-- The long Barzilai-Borwein step `sᵀs / sᵀy` for displacement `s` and gradient change `y`. -/
def longStep (s y : n → ℝ) : ℝ := (s ⬝ᵥ s) / (s ⬝ᵥ y)
```

The predicate below says $m\,v^Tv\le v^TAv\le L\,v^Tv$ for every $v$. It includes neither $m>0$ nor the symmetry of $A$, which enter the theorems separately as `hm` and `hA`.

```lean
/-- For every vector `v`, the value `vᵀAv` lies between `m vᵀv` and `L vᵀv`. -/
def CurvatureBounds (A : Matrix n n ℝ) (m L : ℝ) : Prop :=
  ∀ v : n → ℝ, m * (v ⬝ᵥ v) ≤ v ⬝ᵥ A *ᵥ v ∧ v ⬝ᵥ A *ᵥ v ≤ L * (v ⬝ᵥ v)
```

## A nonzero displacement

The hypothesis `hs : s ≠ 0` says that the geometry has moved. By hand it gives $s^Ts>0$, since a sum of squares vanishes only if every term does. The two lemmas here supply that fact to the later proofs. Without it, $s=0$ gives $y=0$ and both steps become $0/0$.

```lean
/-- The squared length of a real vector is nonnegative. -/
lemma self_nonneg (v : n → ℝ) : 0 ≤ v ⬝ᵥ v :=
  Finset.sum_nonneg fun i _ => mul_self_nonneg (v i)

/-- The squared length of a nonzero real vector is positive. -/
lemma self_pos {v : n → ℝ} (hv : v ≠ 0) : 0 < v ⬝ᵥ v :=
  lt_of_le_of_ne (self_nonneg v) fun h => hv (dotProduct_self_eq_zero.mp h.symm)
```

## Positive curvature in every direction

The condition $m>0$ describes a stable harmonic well, with no downhill or flat directions. A free molecule in Cartesian coordinates does not meet it, because a translation costs no energy. The lower bound at $s$ gives

$$s^Ty=s^TAs\ge m\,s^Ts>0,$$

which is the curvature condition. It makes the denominator of $\tau_{\rm long}$ positive and forces $y\ne0$, so $y^Ty>0$ as well. Dividing $m\,s^Ts\le s^Ty$ by the positive number $m\,s^Ty$ yields $\tau_{\rm long}\le1/m$.

```lean
/-- Curvature condition: if the lower curvature bound `m` is positive, a nonzero displacement `s`
has positive overlap with the gradient change `As`. -/
theorem curvature_pos {A : Matrix n n ℝ} {m L : ℝ} (hb : CurvatureBounds A m L)
    (hm : 0 < m) {s : n → ℝ} (hs : s ≠ 0) : 0 < s ⬝ᵥ A *ᵥ s :=
  lt_of_lt_of_le (mul_pos hm (self_pos hs)) (hb s).1
```

Without positivity the steps can point uphill. For $A=\mathrm{diag}(1,-1)$ and $s=(1,2)$, one has $y=(1,-2)$ and $s^Ty=-3$, so both steps are negative.

## A symmetric Hessian and a largest curvature

Symmetry, `hA : A.IsSymm`, reflects the equality of mixed second derivatives of an energy. The number $L$ bounds the stiffest direction. Together they control the length of $y$.

First, $m\,s^Ts\le L\,s^Ts$ gives $L\ge m>0$. The lower curvature bound makes the quadratic form nonnegative at $Ls-y$. Symmetry gives $s^TAy=(As)^Ty=y^Ty$, and $y^TAs=y^Ty$ holds by definition, so

$$0\le(Ls-y)^TA(Ls-y)=L^2s^Ty-2L\,y^Ty+y^TAy .$$

The upper bound at $y$ gives $y^TAy\le L\,y^Ty$. Hence $0\le L^2s^Ty-L\,y^Ty$, and division by $L$ leaves $y^Ty\le L\,s^Ty$. Dividing by $L\,y^Ty$ then gives $1/L\le\tau_{\rm short}$.

In the proof, `e` is the symmetry identity, `h` is the expanded quadratic form and `h2` is the upper bound at $y$; `nlinarith` combines them.

```lean
/-- For symmetric `A` with curvatures between `m > 0` and `L`, and a nonzero displacement, the
squared length of the gradient change is at most `L` times its overlap with the displacement. -/
theorem gradient_change_le {A : Matrix n n ℝ} {m L : ℝ} (hA : A.IsSymm)
    (hb : CurvatureBounds A m L) (hm : 0 < m) {s : n → ℝ} (hs : s ≠ 0) :
    (A *ᵥ s) ⬝ᵥ (A *ᵥ s) ≤ L * (s ⬝ᵥ A *ᵥ s) := by
  have hL : 0 < L :=
    lt_of_lt_of_le hm (le_of_mul_le_mul_right ((hb s).1.trans (hb s).2) (self_pos hs))
  -- symmetry moves one factor of A to the other side
  have e : s ⬝ᵥ A *ᵥ (A *ᵥ s) = (A *ᵥ s) ⬝ᵥ (A *ᵥ s) := by
    rw [Matrix.dotProduct_mulVec, ← Matrix.mulVec_transpose, hA.eq]
  -- the quadratic form is nonnegative at L s - y
  have h : 0 ≤ (L • s - A *ᵥ s) ⬝ᵥ A *ᵥ (L • s - A *ᵥ s) :=
    (mul_nonneg hm.le (self_nonneg _)).trans (hb _).1
  simp only [Matrix.mulVec_sub, Matrix.mulVec_smul, sub_dotProduct, dotProduct_sub,
    smul_dotProduct, dotProduct_smul, smul_eq_mul] at h
  rw [e] at h
  have h2 := (hb (A *ᵥ s)).2
  refine le_of_mul_le_mul_left ?_ hL
  nlinarith
```

Without symmetry the left inequality can fail. The matrix with rows $(1,-1)$ and $(1,1)$ satisfies $v^TAv=v^Tv$, so $m=L=1$ is allowed. Yet $s=(1,0)$ gives $y=(1,1)$ and $\tau_{\rm short}=1/2<1/L$. An underestimated $L$ does similar damage: for $\mathrm{diag}(1,2)$ and $s=(0,1)$ the short step is $1/2$, below the value $2/3$ that $L=3/2$ would promise.

## The order of the steps needs only positive overlap

The middle inequality uses neither symmetry nor $L$. Put $r=(s^Ts)y-(s^Ty)s$. Expanding,

$$\begin{aligned}
r^Tr&=(s^Ts)^2y^Ty-2(s^Ts)(s^Ty)^2+(s^Ty)^2s^Ts\\
&=s^Ts\left[(s^Ts)(y^Ty)-(s^Ty)^2\right].
\end{aligned}$$

```lean
/-- The squared length of `(sᵀs) y - (sᵀy) s` is `sᵀs` times the Cauchy-Schwarz gap. -/
theorem residual_sq (s y : n → ℝ) :
    ((s ⬝ᵥ s) • y - (s ⬝ᵥ y) • s) ⬝ᵥ ((s ⬝ᵥ s) • y - (s ⬝ᵥ y) • s)
      = (s ⬝ᵥ s) * ((s ⬝ᵥ s) * (y ⬝ᵥ y) - (s ⬝ᵥ y) * (s ⬝ᵥ y)) := by
  simp only [sub_dotProduct, dotProduct_sub, smul_dotProduct, dotProduct_smul, smul_eq_mul]
  rw [dotProduct_comm y s]
  ring
```

Since $r^Tr\ge0$ and $s^Ts>0$, the bracket is nonnegative. Dividing $(s^Ty)^2\le(s^Ts)(y^Ty)$ by the positive product $(y^Ty)(s^Ty)$ gives $\tau_{\rm short}\le\tau_{\rm long}$.

The main theorem first collects the positive denominators. In each of its three parts `div_le_div_iff₀` clears the fractions, and `linarith` closes with the corresponding estimate.

```lean
/-- For symmetric `A` with curvatures between `m > 0` and `L`, and a nonzero displacement `s` with
gradient change `As`, the short Barzilai-Borwein step is at most the long one and both lie between
`1/L` and `1/m`. -/
theorem step_bounds {A : Matrix n n ℝ} {m L : ℝ} (hA : A.IsSymm)
    (hb : CurvatureBounds A m L) (hm : 0 < m) {s : n → ℝ} (hs : s ≠ 0) :
    1 / L ≤ shortStep s (A *ᵥ s) ∧ shortStep s (A *ᵥ s) ≤ longStep s (A *ᵥ s) ∧
      longStep s (A *ᵥ s) ≤ 1 / m := by
  have hss := self_pos hs
  have hsy := curvature_pos hb hm hs
  have hL : 0 < L :=
    lt_of_lt_of_le hm (le_of_mul_le_mul_right ((hb s).1.trans (hb s).2) hss)
  have hyy : 0 < (A *ᵥ s) ⬝ᵥ (A *ᵥ s) := by
    apply self_pos
    intro h
    rw [h, dotProduct_zero] at hsy
    exact lt_irrefl _ hsy
  unfold shortStep longStep
  refine ⟨?_, ?_, ?_⟩
  · rw [div_le_div_iff₀ hL hyy]
    linarith [gradient_change_le hA hb hm hs]
  · -- Cauchy-Schwarz from the nonnegative residual
    rw [div_le_div_iff₀ hyy hsy]
    have h := self_nonneg ((s ⬝ᵥ s) • (A *ᵥ s) - (s ⬝ᵥ A *ᵥ s) • s)
    rw [residual_sq] at h
    linarith [nonneg_of_mul_nonneg_right h hss]
  · rw [div_le_div_iff₀ hsy hm]
    linarith [(hb s).1]
```

If $s^Ty>0$, the steps are equal exactly when $y=cs$ for some $c$. Equality makes the bracket zero, so $r=0$ and $y=(s^Ty/s^Ts)\,s$. Conversely, $y=cs$ makes both steps $1/c$. For $y=As$, this means that $s$ is an eigenvector of the Hessian. With a single coordinate and $A=(a)$ this always happens, and both steps are $1/a$.

```lean
/-- Under the curvature condition the two steps coincide exactly when the gradient change is a
multiple of the displacement. -/
theorem steps_eq_iff {s y : n → ℝ} (hsy : 0 < s ⬝ᵥ y) :
    shortStep s y = longStep s y ↔ ∃ c : ℝ, y = c • s := by
  have hss : 0 < s ⬝ᵥ s := self_pos (by rintro rfl; simp at hsy)
  have hyy : 0 < y ⬝ᵥ y := self_pos (by rintro rfl; simp at hsy)
  unfold shortStep longStep
  rw [div_eq_div_iff hyy.ne' hsy.ne']
  constructor
  · intro h
    -- equality in Cauchy-Schwarz makes the residual vanish
    have h0 : (s ⬝ᵥ s) • y - (s ⬝ᵥ y) • s = 0 := by
      apply dotProduct_self_eq_zero.mp
      rw [residual_sq, h, sub_self, mul_zero]
    refine ⟨(s ⬝ᵥ y) / (s ⬝ᵥ s), ?_⟩
    ext i
    have hi := congrFun h0 i
    simp only [Pi.sub_apply, Pi.smul_apply, smul_eq_mul, Pi.zero_apply] at hi
    rw [Pi.smul_apply, smul_eq_mul, div_mul_eq_mul_div, eq_div_iff hss.ne']
    linarith
  · rintro ⟨c, hc⟩
    rw [hc]
    simp only [smul_dotProduct, dotProduct_smul, smul_eq_mul]
    ring
```

## Each step as a least-squares fit

The curvature bounds play no part here. For $y\ne0$ and $t=\tau_{\rm short}$, substituting $s^Ty=t\,y^Ty$ gives

$$|s-\alpha y|^2-|s-ty|^2=y^Ty\,(\alpha-t)^2 .$$

The right side is positive for $\alpha\ne t$, so the short step is the unique best scalar in $s\approx\alpha y$.

```lean
/-- If `y ≠ 0`, the short step is the unique least-squares solution `α` of the secant equation `s =
α y`. -/
theorem shortStep_least_squares {s y : n → ℝ} (hy : y ≠ 0) {α : ℝ} (hα : α ≠ shortStep s y) :
    (s - shortStep s y • y) ⬝ᵥ (s - shortStep s y • y) < (s - α • y) ⬝ᵥ (s - α • y) := by
  have hyy := self_pos hy
  have e : s ⬝ᵥ y = shortStep s y * (y ⬝ᵥ y) := (div_mul_cancel₀ _ hyy.ne').symm
  generalize shortStep s y = t at *
  have hne : α - t ≠ 0 := sub_ne_zero.mpr hα
  have hp : 0 < (y ⬝ᵥ y) * (α - t) ^ 2 := by positivity
  simp only [sub_dotProduct, dotProduct_sub, smul_dotProduct, dotProduct_smul, smul_eq_mul]
  rw [dotProduct_comm y s, e]
  nlinarith
```

Exchanging $s$ and $y$ shows that $1/\tau_{\rm long}$ is the unique best $\beta$ in $y\approx\beta s$, provided $s^Ty\ne0$. The hypothesis `β * longStep s y ≠ 1` says that $\beta$ differs from this optimum.

```lean
/-- If `sᵀy ≠ 0`, the inverse long step is the unique least-squares solution `β` of the secant
equation `β s = y`. -/
theorem longStep_least_squares {s y : n → ℝ} (hsy : s ⬝ᵥ y ≠ 0) {β : ℝ}
    (hβ : β * longStep s y ≠ 1) :
    (y - (longStep s y)⁻¹ • s) ⬝ᵥ (y - (longStep s y)⁻¹ • s)
      < (y - β • s) ⬝ᵥ (y - β • s) := by
  have hs : s ≠ 0 := by rintro rfl; simp at hsy
  have hl : longStep s y ≠ 0 := div_ne_zero (self_pos hs).ne' hsy
  -- exchanging s and y turns the inverse long step into a short step
  have e : (longStep s y)⁻¹ = shortStep y s := by
    unfold longStep shortStep
    rw [inv_div, dotProduct_comm y s]
  have hne : β ≠ shortStep y s := by
    intro h
    apply hβ
    rw [h, ← e, inv_mul_cancel₀ hl]
  rw [e]
  exact shortStep_least_squares hs hne
```

## Two springs of stiffness 1 and 2

Take $A=\mathrm{diag}(1,2)$ and $s=(1,1)$. Then $y=(1,2)$, $s^Ts=2$, $s^Ty=3$ and $y^Ty=5$. The steps are $3/5$ and $2/3$, and with $m=1$, $L=2$ the chain reads

$$\frac12<\frac35<\frac23<1 .$$

The curvature bounds hold because $v^TAv=v_0^2+2v_1^2$ lies between $v_0^2+v_1^2$ and twice that sum. The last theorem checks the hypotheses and both step values.

```lean
/-- The matrix `diag(1, 2)` with displacement `(1, 1)` meets the hypotheses for `m = 1`, `L = 2`,
and its steps are `3/5` and `2/3`. -/
theorem step_bounds_witness :
    (!![1, 0; 0, 2] : Matrix (Fin 2) (Fin 2) ℝ).IsSymm ∧
    CurvatureBounds (!![1, 0; 0, 2] : Matrix (Fin 2) (Fin 2) ℝ) 1 2 ∧
    (![1, 1] : Fin 2 → ℝ) ≠ 0 ∧
    shortStep ![1, 1] ((!![1, 0; 0, 2] : Matrix (Fin 2) (Fin 2) ℝ) *ᵥ ![1, 1]) = 3 / 5 ∧
    longStep ![1, 1] ((!![1, 0; 0, 2] : Matrix (Fin 2) (Fin 2) ℝ) *ᵥ ![1, 1]) = 2 / 3 := by
  have hy : (!![1, 0; 0, 2] : Matrix (Fin 2) (Fin 2) ℝ) *ᵥ ![1, 1] = ![1, 2] := by
    ext i
    fin_cases i <;> simp [Matrix.mulVec, dotProduct, Fin.sum_univ_two]
  refine ⟨?_, ?_, ?_, ?_, ?_⟩
  · apply Matrix.IsSymm.ext
    intro i j
    fin_cases i <;> fin_cases j <;> simp
  · intro v
    have h1 : v ⬝ᵥ (!![1, 0; 0, 2] : Matrix (Fin 2) (Fin 2) ℝ) *ᵥ v
        = v 0 ^ 2 + 2 * v 1 ^ 2 := by
      simp [Matrix.mulVec, dotProduct, Fin.sum_univ_two]
      ring
    have h2 : v ⬝ᵥ v = v 0 ^ 2 + v 1 ^ 2 := by
      simp only [dotProduct, Fin.sum_univ_two]
      ring
    rw [h1, h2]
    constructor <;> nlinarith [sq_nonneg (v 0), sq_nonneg (v 1)]
  · intro h
    have h0 := congrFun h 0
    simp at h0
  · rw [hy]
    norm_num [shortStep, dotProduct, Fin.sum_univ_two]
  · rw [hy]
    norm_num [longStep, dotProduct, Fin.sum_univ_two]

end

end BarzilaiBorwein
```

```lean
#print axioms BarzilaiBorwein.step_bounds
#print axioms BarzilaiBorwein.steps_eq_iff
#print axioms BarzilaiBorwein.longStep_least_squares
```

```
'BarzilaiBorwein.step_bounds' depends on axioms: [propext, Classical.choice, Quot.sound]
'BarzilaiBorwein.steps_eq_iff' depends on axioms: [propext, Classical.choice, Quot.sound]
'BarzilaiBorwein.longStep_least_squares' depends on axioms: [propext, Classical.choice, Quot.sound]
```
